# Discarding hoppings of total modulus below half the band gap preserves the winding number of a two-band chiral chain

A chiral chain with one orbital on each of two sublattices has a Bloch Hamiltonian with zero diagonal and off-diagonal entries $h(k)$ and $\overline{h(k)}$. Its energies are $\pm|h(k)|$. The lattice constant is one, $k$ is a real number, and $R$ is an integer lattice vector. For a finite set $s$ of lattice vectors and complex amplitudes $t_R$,

$$h(k)=\sum_{R\in s}t_R\,e^{ikR}.$$

In Lean this is `bloch s t`. The amplitudes are a function on all integers, and the finite set selects the ones that enter the sum.

```lean
import Mathlib

open Complex

namespace ChiralTruncation

noncomputable section

/-- The off-diagonal Bloch function `h(k) = ∑ t_R exp(ikR)` of a chiral chain with
hopping amplitudes `t_R` on the finite set `s` of lattice vectors. -/
def bloch (s : Finset ℤ) (t : ℤ → ℂ) (k : ℝ) : ℂ :=
  ∑ R ∈ s, t R * exp (I * k * R)
```

The winding number is

$$W(h)=\frac{1}{2\pi i}\int_0^{2\pi}\frac{h'(k)}{h(k)}\,dk .$$

It counts anticlockwise turns of $h$ around the origin as positive; taking $\overline{h}$ as the reference entry reverses its sign. The Lean value is a complex number; that it is an integer when $h$ has no zero is proved below.

```lean
/-- The winding number of a continuously differentiable, nowhere vanishing, `2π`-periodic
function: the integral of `h'/h` over one period, divided by `2πi`. -/
def winding (h : ℝ → ℂ) : ℂ :=
  (∫ k in (0 : ℝ)..(2 * Real.pi), deriv h k / h k) / (2 * Real.pi * I)
```

Let $K\subseteq s$ be the set of retained lattice vectors, let $h_K$ be the sum over $K$ with the same amplitudes, and let $\delta=\sum_{R\in s\setminus K}|t_R|$ be the total discarded modulus. The theorem `safe_truncation` says that if $|h(k)|\ge g$ for every real $k$ and $\delta<g$, then $h_K$ has no zero and $W(h_K)=W(h)$. For a non-interacting, finite-range Wannier tight-binding model with two orbitals per cell and no same-sublattice terms, it gives a sufficient test for shortening the model without changing its winding number.

## Finitely many hoppings on integer lattice vectors

Finite range means that the electron hops over a bounded distance. By hand, it allows term-by-term differentiation:

$$h'(k)=\sum_{R\in s} iR\,t_R\,e^{ikR}.$$

This is again a finite Bloch sum, with amplitudes $iRt_R$, so $h'$ is continuous. An infinite sum would need a decay condition on $t_R$ for this step, and the theorems do not treat that case.

In the proof, `hasDerivAt_bloch` differentiates each exponential and adds the results with `HasDerivAt.fun_sum`. Continuity follows from differentiability, and it applies to $h'$ as well because $h'$ is itself a `bloch`.

```lean
/-- The derivative of a Bloch function with respect to `k` is the Bloch function with
amplitudes `i R t_R`. -/
theorem hasDerivAt_bloch (s : Finset ℤ) (t : ℤ → ℂ) (k : ℝ) :
    HasDerivAt (bloch s t) (bloch s (fun R => I * R * t R) k) k := by
  have h1 : ∀ R ∈ s, HasDerivAt (fun x : ℝ => t R * exp (I * x * R))
      (I * R * t R * exp (I * k * R)) k := by
    intro R _
    have h0 : HasDerivAt (fun x : ℝ => (x : ℂ)) 1 k := by
      simpa using (hasDerivAt_id k).ofReal_comp
    have h2 := (((h0.const_mul I).mul_const (R : ℂ)).cexp).const_mul (t R)
    exact h2.congr_deriv (by ring)
  have h3 := HasDerivAt.fun_sum h1
  exact h3

/-- A Bloch function is continuous in `k`. -/
theorem continuous_bloch (s : Finset ℤ) (t : ℤ → ℂ) : Continuous (bloch s t) :=
  continuous_iff_continuousAt.2 fun k => (hasDerivAt_bloch s t k).continuousAt
```

The integer type of $R$ says that the phases contain the positions of the unit cells, not those of the orbitals inside them. Since $e^{2\pi iR}=1$ for integer $R$, each term returns to its initial value and $h(2\pi)=h(0)$. The lemma `bloch_two_pi` does this term by term. With fractional positions in the phases the loop need not close: $e^{ik/2}$ would have winding $1/2$.

```lean
/-- A Bloch function takes the same value at the two ends of the Brillouin zone. -/
theorem bloch_two_pi (s : Finset ℤ) (t : ℤ → ℂ) :
    bloch s t (2 * Real.pi) = bloch s t 0 := by
  unfold bloch
  refine Finset.sum_congr rfl fun R _ => ?_
  have e : I * ((2 * Real.pi : ℝ) : ℂ) * R = R * (2 * Real.pi * I) := by
    push_cast
    ring
  rw [e, Complex.exp_int_mul_two_pi_mul_I]
  simp
```

## Truncation only removes terms

The hypothesis `hK : K ⊆ s` says that truncation deletes hoppings and adds none. The retained amplitudes keep their values, since both sums use the same `t`; refitting them after the cut is a different operation. Deleting $t_R$ from $h$ also deletes its conjugate from the other off-diagonal entry, so the Hamiltonian stays Hermitian and chiral.

By hand, the inclusion makes the difference equal to the discarded part, and $|e^{ikR}|=1$ gives

$$|h(k)-h_K(k)|=\Big|\sum_{R\in s\setminus K}t_Re^{ikR}\Big|\le\delta .$$

The proof of `truncation_error` splits the sum with `Finset.sum_sdiff hK`, then applies the triangle inequality and the unit modulus of the phase.

Without the inclusion, $\delta$ says nothing about added terms. Take $s=\{0\}$, $K=\{0,1\}$, $t_0=1$, $t_1=2$ and $g=1$. Then $\delta=0$, but the winding changes from $0$ for $1$ to $1$ for $1+2e^{ik}$.

```lean
/-- Discarding hoppings changes the Bloch function, at every `k`, by at most the total
modulus of the discarded hoppings. -/
theorem truncation_error {s K : Finset ℤ} (hK : K ⊆ s) (t : ℤ → ℂ) (k : ℝ) :
    ‖bloch s t k - bloch K t k‖ ≤ ∑ R ∈ s \ K, ‖t R‖ := by
  have e : bloch s t k - bloch K t k = ∑ R ∈ s \ K, t R * exp (I * k * R) := by
    unfold bloch
    rw [← Finset.sum_sdiff hK, add_sub_cancel_right]
  rw [e]
  refine (norm_sum_le _ _).trans (le_of_eq (Finset.sum_congr rfl fun R _ => ?_))
  -- each Bloch phase has modulus one
  have p : I * (k : ℂ) * R = ((k * R : ℝ) : ℂ) * I := by
    push_cast
    ring
  rw [norm_mul, p, Complex.norm_exp_ofReal_mul_I, mul_one]
```

## Closed loops that differ by less than the distance of one of them from the origin

The topological step concerns two continuously differentiable functions $f$ and $h$ with $f(2\pi)=f(0)$, $h(2\pi)=h(0)$ and $|f(k)-h(k)|<|h(k)|$ for every $k$. The last condition excludes zeros of both functions: $h(k)=0$ would require a negative modulus, and $f(k)=0$ would give $|h(k)|<|h(k)|$. Dividing by $|h(k)|$ gives

$$\left|\frac{f(k)}{h(k)}-1\right|<1,\qquad\text{hence}\qquad \operatorname{Re}\frac{f(k)}{h(k)}>0 .$$

The ratio therefore avoids the cut of the principal logarithm along the negative real axis, and

$$\frac{d}{dk}\operatorname{Log}\frac{f}{h}=\frac{f'}{f}-\frac{h'}{h}.$$

Integrating over one period gives

$$\int_0^{2\pi}\left(\frac{f'}{f}-\frac{h'}{h}\right)dk=\operatorname{Log}\frac{f(2\pi)}{h(2\pi)}-\operatorname{Log}\frac{f(0)}{h(0)}=0,$$

because both loops close. Division by $2\pi i$ gives $W(f)=W(h)$.

In the Lean proof, `slit` places the ratio off the cut, `hlog` differentiates the logarithm, and `key` is the fundamental theorem of calculus. Continuity of `f'` and `h'` makes the two quotients integrable, so the integral can be split.

Closure matters here: $h=1$ and $f=e^{i\sin(k/4)}$ satisfy the distance condition at every $k$, yet the integral formula gives $0$ for $h$ and $1/(2\pi)$ for $f$, because $f(2\pi)\ne f(0)$. The distance condition matters too: $1$ and $e^{ik}$ are both closed and nonzero, with windings $0$ and $1$.

```lean
/-- Two closed, continuously differentiable loops `f` and `h` with `|f - h| < |h|` at
every `k` have the same winding number. -/
theorem winding_eq_of_close {f h f' h' : ℝ → ℂ}
    (hf : ∀ k, HasDerivAt f (f' k) k) (hh : ∀ k, HasDerivAt h (h' k) k)
    (cf' : Continuous f') (ch' : Continuous h')
    (pf : f (2 * Real.pi) = f 0) (ph : h (2 * Real.pi) = h 0)
    (hclose : ∀ k, ‖f k - h k‖ < ‖h k‖) : winding f = winding h := by
  have h0 : ∀ k, h k ≠ 0 := fun k => norm_pos_iff.1 ((norm_nonneg _).trans_lt (hclose k))
  have f0 : ∀ k, f k ≠ 0 := by
    intro k hk
    have := hclose k
    rw [hk, zero_sub, norm_neg] at this
    exact lt_irrefl _ this
  -- the ratio stays in the right half-plane, away from the cut of the logarithm
  have slit : ∀ k, f k / h k ∈ slitPlane := by
    intro k
    have n : ‖f k / h k - 1‖ < 1 := by
      have e : f k / h k - 1 = (f k - h k) / h k := by
        rw [sub_div, div_self (h0 k)]
      rw [e, norm_div, div_lt_one (norm_pos_iff.2 (h0 k))]
      exact hclose k
    have r := (abs_lt.1 ((Complex.abs_re_le_norm _).trans_lt n)).1
    rw [Complex.sub_re, Complex.one_re] at r
    exact Complex.mem_slitPlane_iff.2 (Or.inl (by linarith))
  have hlog : ∀ k, HasDerivAt (fun x => Complex.log (f x / h x))
      (f' k / f k - h' k / h k) k := by
    intro k
    have a := h0 k
    have b := f0 k
    exact (((hf k).fun_div (hh k) a).clog_real (slit k)).congr_deriv (by field)
  have cf : Continuous f := continuous_iff_continuousAt.2 fun k => (hf k).continuousAt
  have ch : Continuous h := continuous_iff_continuousAt.2 fun k => (hh k).continuousAt
  have If : IntervalIntegrable (fun k => f' k / f k) MeasureTheory.volume 0 (2 * Real.pi) :=
    (cf'.div cf f0).intervalIntegrable _ _
  have Ih : IntervalIntegrable (fun k => h' k / h k) MeasureTheory.volume 0 (2 * Real.pi) :=
    (ch'.div ch h0).intervalIntegrable _ _
  -- the logarithm returns to its initial value after one period
  have key : (∫ k in (0 : ℝ)..(2 * Real.pi), (f' k / f k - h' k / h k)) =
      Complex.log (f (2 * Real.pi) / h (2 * Real.pi)) - Complex.log (f 0 / h 0) :=
    intervalIntegral.integral_eq_sub_of_hasDerivAt (fun k _ => hlog k) (If.sub Ih)
  rw [intervalIntegral.integral_sub If Ih, pf, ph, sub_self] at key
  have df : deriv f = f' := funext fun k => (hf k).deriv
  have dh : deriv h = h' := funext fun k => (hh k).deriv
  unfold winding
  rw [df, dh, sub_eq_zero.1 key]
```

## A gap bound at every $k$ and a smaller discarded weight

The hypothesis `hgap` is $g\le|h(k)|$ for all real $k$. Since the energies are $\pm|h(k)|$, the separation of the two bands is at least $2g$. The bound is assumed, not computed, and values on a finite $k$ grid do not establish it without control between the grid points.

The hypothesis `hcut` is $\delta<g$, a comparison of two energies. It already forces $g>0$, because $\delta$ is a sum of moduli, so no separate positivity assumption appears.

By hand, the reverse triangle inequality combines the two:

$$|h_K(k)|\ge|h(k)|-|h(k)-h_K(k)|\ge g-\delta>0 .$$

The truncated chain thus keeps a band separation of at least $2(g-\delta)$. The lemma `remaining_gap` proves the bound $g-\delta$ on the modulus from `hK` and `hgap`, without `hcut`.

```lean
/-- If `|h(k)| ≥ g` for all `k`, the truncated Bloch function has modulus at least `g`
minus the total modulus of the discarded hoppings. -/
theorem remaining_gap {s K : Finset ℤ} (hK : K ⊆ s) (t : ℤ → ℂ) {g : ℝ}
    (hgap : ∀ k, g ≤ ‖bloch s t k‖) (k : ℝ) :
    g - ∑ R ∈ s \ K, ‖t R‖ ≤ ‖bloch K t k‖ := by
  have h1 := norm_sub_norm_le (bloch s t k) (bloch K t k)
  linarith [hgap k, truncation_error hK t k]
```

For the winding number, the same hypotheses give

$$|h_K(k)-h(k)|\le\delta<g\le|h(k)|,$$

which is the distance condition with $f=h_K$. The first half of the proof of `safe_truncation` obtains nonvanishing from `remaining_gap`. The second half supplies the derivatives, continuity and closure to `winding_eq_of_close`, and `linarith` checks the chain of inequalities.

Without `hgap`, the number $g$ is unrelated to the spectrum. For $h(k)=1+2e^{ik}$ and $g=3$, discarding the second term satisfies $\delta=2<3$, but the winding drops from $1$ to $0$. This example and the earlier ones are direct calculations that do not appear in the Lean code.

```lean
/-- Safe truncation: if `|h(k)| ≥ g` for all `k` and the discarded hoppings have total
modulus below `g`, the truncated function never vanishes and has the winding number of `h`. -/
theorem safe_truncation {s K : Finset ℤ} (hK : K ⊆ s) (t : ℤ → ℂ) {g : ℝ}
    (hgap : ∀ k, g ≤ ‖bloch s t k‖) (hcut : ∑ R ∈ s \ K, ‖t R‖ < g) :
    (∀ k, bloch K t k ≠ 0) ∧ winding (bloch K t) = winding (bloch s t) := by
  constructor
  · intro k
    exact norm_pos_iff.1 (by linarith [remaining_gap hK t hgap k])
  · refine winding_eq_of_close (hasDerivAt_bloch K t) (hasDerivAt_bloch s t)
      (continuous_bloch K _) (continuous_bloch s _) (bloch_two_pi K t) (bloch_two_pi s t) ?_
    intro k
    rw [norm_sub_rev]
    linarith [truncation_error hK t k, hgap k]
```

## No zeros, hence an integer

The hypothesis `h0` of `winding_integer` is that $h(k)\neq0$ for all $k$, so the chain is gapped. By hand, consider

$$G(x)=h(x)\exp\left(-\int_0^x\frac{h'(k)}{h(k)}\,dk\right).$$

Its derivative is the exponential times $h'(x)-h(x)\,h'(x)/h(x)=0$, so $G(2\pi)=G(0)=h(0)$. Since $h(2\pi)=h(0)\ne0$, the exponential at $x=2\pi$ equals one. The integral is therefore an integer multiple of $2\pi i$, and $W(h)$ is an integer.

In Lean, `hG` is the vanishing derivative, `hc` compares the two endpoints, and `Complex.exp_eq_one_iff` supplies the integer $n$. That $n$ belongs to minus the integral, so the winding is $-n$. Nonvanishing is used to make the integrand continuous, to cancel $h(x)$ in the derivative and to cancel $h(0)$ at the end.

If $h$ has a zero, the integrand can be singular and the winding loses its meaning, although Lean's `winding` still returns a value. Under the hypotheses of `safe_truncation` neither $h$ nor $h_K$ has a zero, so both windings are integers.

```lean
/-- The winding number of a nowhere vanishing Bloch function is an integer. -/
theorem winding_integer (s : Finset ℤ) (t : ℤ → ℂ) (h0 : ∀ k, bloch s t k ≠ 0) :
    ∃ n : ℤ, winding (bloch s t) = n := by
  have c : Continuous (fun k => deriv (bloch s t) k / bloch s t k) := by
    have d : deriv (bloch s t) = bloch s (fun R => I * R * t R) :=
      funext fun k => (hasDerivAt_bloch s t k).deriv
    rw [d]
    exact (continuous_bloch s _).div (continuous_bloch s t) h0
  -- `h exp(-∫ h'/h)` does not depend on `k`
  have hG : ∀ x : ℝ, HasDerivAt (fun x : ℝ => bloch s t x *
      exp (-(∫ k in (0 : ℝ)..x, deriv (bloch s t) k / bloch s t k))) 0 x := by
    intro x
    have a := h0 x
    have h1 := (hasDerivAt_bloch s t x).differentiableAt.hasDerivAt
    have h2 := (c.integral_hasStrictDerivAt 0 x).hasDerivAt
    refine (h1.fun_mul h2.fun_neg.cexp).congr_deriv ?_
    have e : bloch s t x * (deriv (bloch s t) x / bloch s t x) = deriv (bloch s t) x :=
      mul_div_cancel₀ _ a
    linear_combination
      (-exp (-(∫ k in (0 : ℝ)..x, deriv (bloch s t) k / bloch s t k))) * e
  have hc := is_const_of_deriv_eq_zero (fun x => (hG x).differentiableAt)
    (fun x => (hG x).deriv) (2 * Real.pi) 0
  simp only [intervalIntegral.integral_same, neg_zero, Complex.exp_zero] at hc
  rw [bloch_two_pi] at hc
  obtain ⟨n, hn⟩ := Complex.exp_eq_one_iff.1 (mul_left_cancel₀ (h0 0) hc)
  refine ⟨-n, ?_⟩
  unfold winding
  rw [div_eq_iff Complex.two_pi_I_ne_zero]
  push_cast
  linear_combination -hn
```

## Equality in the cutoff can close the gap

If `hcut` is weakened to allow $\delta=g$, the gap can close. Take $h(k)=1+e^{ik}+\tfrac13e^{2ik}$. With $c=\cos k$, expanding the squared modulus gives

$$|h(k)|^2=\frac{19}{9}+\frac{8c}{3}+\frac23(2c^2-1)=\frac19+\frac43(1+c)^2\ge\frac19 .$$

Thus $g=1/3$ is a valid bound. Discarding the last term gives $\delta=1/3=g$ and leaves $1+e^{ik}$, which vanishes at $k=\pi$.

```lean
/-- Hopping amplitudes equal to `1/3` at `R = 2` and to `1` at every other `R`. -/
def thresholdHopping (R : ℤ) : ℂ := if R = 2 then 1 / 3 else 1
```

The three parts of `threshold_sharp` are the gap bound, the discarded modulus and the zero at $\pi$. In the first part, `alg` is the squared-modulus identity for real $c$ and $s$ with $c^2+s^2=1$, where this local $s$ stands for $\sin k$. The sharpness concerns the general criterion: in a particular chain, a larger discarded weight may still leave the winding unchanged.

```lean
/-- The threshold is sharp: `1 + exp(ik) + exp(2ik)/3` has modulus at least `1/3`, and
discarding its last term, of modulus exactly `1/3`, leaves a function that vanishes at `π`. -/
theorem threshold_sharp :
    (∀ k, 1 / 3 ≤ ‖bloch {0, 1, 2} thresholdHopping k‖) ∧
    ∑ R ∈ ({0, 1, 2} : Finset ℤ) \ {0, 1}, ‖thresholdHopping R‖ = 1 / 3 ∧
    bloch {0, 1} thresholdHopping Real.pi = 0 := by
  refine ⟨fun k => ?_, ?_, ?_⟩
  · have alg : ∀ c s : ℝ, c ^ 2 + s ^ 2 = 1 →
        ‖(1 : ℂ) + ((c + s * I) + 1 / 3 * ((c + s * I) * (c + s * I)))‖ ^ 2 =
          1 / 9 + 4 / 3 * (1 + c) ^ 2 := by
      intro c s h
      have e : (1 : ℂ) + ((c + s * I) + 1 / 3 * ((c + s * I) * (c + s * I))) =
          ((1 + c + (c ^ 2 - s ^ 2) / 3 : ℝ) : ℂ) + ((s + 2 * c * s / 3 : ℝ) : ℂ) * I := by
        push_cast
        linear_combination ((s : ℂ) ^ 2 / 3) * Complex.I_sq
      rw [e, Complex.sq_norm, Complex.normSq_add_mul_I]
      linear_combination ((1 + 2 * c / 3) ^ 2 - 2 / 3 * (1 + c + c ^ 2 / 3)
        + (s ^ 2 + 1 - c ^ 2) / 9) * h
    have e0 : bloch {0, 1, 2} thresholdHopping k =
        1 + (exp (I * k) + 1 / 3 * exp (I * k * 2)) := by
      simp [bloch, thresholdHopping]
    have e2 : exp (I * k * 2) = exp (I * k) * exp (I * k) := by
      rw [← Complex.exp_add, mul_two]
    have e1 : exp (I * k) = (Real.cos k : ℂ) + (Real.sin k : ℂ) * I := by
      rw [mul_comm, Complex.exp_mul_I, Complex.ofReal_cos, Complex.ofReal_sin]
    refine (sq_le_sq₀ (by norm_num) (norm_nonneg _)).1 ?_
    rw [e0, e2, e1, alg _ _ (Real.cos_sq_add_sin_sq k)]
    nlinarith [sq_nonneg (1 + Real.cos k)]
  · have e : ({0, 1, 2} : Finset ℤ) \ {0, 1} = {2} := by decide
    rw [e]
    simp [thresholdHopping]
  · have e : bloch {0, 1} thresholdHopping Real.pi = 1 + exp (I * Real.pi) := by
      simp [bloch, thresholdHopping]
    rw [e, mul_comm, Complex.exp_pi_mul_I, add_neg_cancel]

end

end ChiralTruncation
```

```lean
#print axioms ChiralTruncation.safe_truncation
#print axioms ChiralTruncation.winding_integer
#print axioms ChiralTruncation.threshold_sharp
```

```
'ChiralTruncation.safe_truncation' depends on axioms: [propext, Classical.choice, Quot.sound]
'ChiralTruncation.winding_integer' depends on axioms: [propext, Classical.choice, Quot.sound]
'ChiralTruncation.threshold_sharp' depends on axioms: [propext, Classical.choice, Quot.sound]
```
